# Thomas–Fermi–von Weizsäcker preconditioning puts the eigenvalues of the Hartree–Lindhard Hessian in [1/3, 1]

## Response, Hessian and preconditioner

Atomic units are used throughout. The wavenumber is \(q>0\), the Fermi wavenumber is \(k_F>0\), and \(\eta=q/(2k_F)\). All quantities are real except the Fourier components of the density error, which are complex.

In Lean 4 with Mathlib:

```lean
import Mathlib

open Real

namespace LindhardPreconditioner

noncomputable section
```

The static density response of the non-interacting uniform electron gas is proportional to the Lindhard function

\[
F(\eta)=\frac12+\frac{1-\eta^2}{4\eta}\ln\left|\frac{1+\eta}{1-\eta}\right|,\qquad F(1)=\frac12,
\]

where the value at \(\eta=1\) is the limit of the formula.

```lean
/-- The Lindhard function of the three-dimensional electron gas, as a function of `η = q / (2 k_F) >
0`, with the value `1/2` at `η = 1`. -/
def lindhard (η : ℝ) : ℝ :=
  if η = 1 then 1 / 2
  else 1 / 2 + (1 - η ^ 2) / (4 * η) * Real.log |(1 + η) / (1 - η)|
```

The Hessian of the Hartree plus kinetic energy about the uniform density is taken as diagonal in plane waves, with eigenvalue

\[
H(q)=\frac{4\pi}{q^2}+\frac{c}{F(\eta)}.
\]

The constant \(c\) is the kinetic stiffness at long wavelength, \(\pi^2/k_F\) for the unpolarised gas; of this constant the theorems assume only \(c>0\). Exchange and correlation are left out.

```lean
/-- Hessian eigenvalue at wavenumber `q`: the Hartree term plus the inverse Lindhard
response, with strength `c`. -/
def hessian (c kF q : ℝ) : ℝ := 4 * π / q ^ 2 + c / lindhard (q / (2 * kF))
```

The preconditioner replaces \(1/F\) by its counterpart for the Thomas–Fermi–von Weizsäcker functional, with the full von Weizsäcker term (coefficient 1):

\[
P(q)=\frac{4\pi}{q^2}+c\,(1+3\eta^2).
\]

```lean
/-- Preconditioner at wavenumber `q`: the Hartree term plus the inverse response
`c (1 + 3 η²)` of the Thomas-Fermi-von Weizsäcker functional. -/
def preconditioner (c kF q : ℝ) : ℝ :=
  4 * π / q ^ 2 + c * (1 + 3 * (q / (2 * kF)) ^ 2)
```

A descent step of length \(3/2\) acts on component \(i\) of the density error as

\[
\delta_i\mapsto\left(1-\frac32\,\frac{H(q_i)}{P(q_i)}\right)\delta_i .
\]

The simulation cell enters only through the lengths `q i`, and the index type `ι` is arbitrary.

```lean
/-- One preconditioned descent step of length `3/2` acting on the Fourier components `δ` of
the density error, where `q i` is the length of wavevector `i`. -/
def descentStep {ι : Type*} (c kF : ℝ) (q : ι → ℝ) (δ : ι → ℂ) : ι → ℂ := fun i =>
  δ i - ((3 / 2 * (hessian c kF (q i) / preconditioner c kF (q i)) : ℝ) : ℂ) * δ i
```

## Bounds on the Lindhard function

Let \(L(t)=\ln(1+t)-\ln(1-t)\) for \(0<t<1\), so that \(L'(t)=2/(1-t^2)\). Then

\[
\frac{d}{dt}\bigl[L-2t\bigr]=\frac{2t^2}{1-t^2}\ge0,
\]
\[
\frac{d}{dt}\left[\frac{3t}{3+t^2}+\frac{t}{1-t^2}-L\right]=\frac{32t^4}{(3+t^2)^2(1-t^2)^2}\ge0 .
\]

Both brackets vanish at \(t=0\), so both are nonnegative. The local statement `mvt` is this mean-value argument, applied once to each bracket; `field_simp` and `ring` confirm the derivatives.

```lean
/-- Lower and upper rational bounds on the logarithm in the Lindhard function,
for `0 < t < 1`. -/
theorem log_ratio_bounds {t : ℝ} (ht : 0 < t) (ht1 : t < 1) :
    2 * t ≤ Real.log (1 + t) - Real.log (1 - t) ∧
    Real.log (1 + t) - Real.log (1 - t) ≤ 3 * t / (3 + t ^ 2) + t / (1 - t ^ 2) := by
  -- a function that vanishes at 0 and has nonnegative slope is nonnegative
  have mvt : ∀ f f' : ℝ → ℝ, f 0 = 0 → (∀ x ∈ Set.Icc 0 t, HasDerivAt f (f' x) x) →
      (∀ x ∈ Set.Icc 0 t, 0 ≤ f' x) → 0 ≤ f t := by
    intro f f' h0 hd hn
    obtain ⟨c, hc, h⟩ := exists_hasDerivAt_eq_slope f f' ht
      (fun x hx => (hd x hx).continuousAt.continuousWithinAt)
      (fun x hx => hd x (Set.Ioo_subset_Icc_self hx))
    have h2 := hn c (Set.Ioo_subset_Icc_self hc)
    rw [h, h0, sub_zero, sub_zero] at h2
    have h3 := mul_nonneg h2 ht.le
    rwa [div_mul_cancel₀ _ ht.ne'] at h3
  have hlog : ∀ x ∈ Set.Icc 0 t, HasDerivAt
      (fun y : ℝ => Real.log (1 + y) - Real.log (1 - y)) (1 / (1 + x) - (-1) / (1 - x)) x := by
    intro x hx
    have hp : 1 + x ≠ 0 := by linarith [hx.1]
    have hm : 1 - x ≠ 0 := by linarith [hx.2]
    have h1 : HasDerivAt (fun y : ℝ => Real.log (1 + y)) (1 / (1 + x)) x :=
      ((hasDerivAt_id' x).const_add 1).log hp
    have h2 : HasDerivAt (fun y : ℝ => Real.log (1 - y)) ((-1) / (1 - x)) x :=
      ((hasDerivAt_id' x).const_sub 1).log hm
    exact h1.fun_sub h2
  constructor
  · have h := mvt (fun y => Real.log (1 + y) - Real.log (1 - y) - 2 * y)
      (fun x => 1 / (1 + x) - (-1) / (1 - x) - 2) (by simp)
      (fun x hx => (hlog x hx).fun_sub (by simpa using (hasDerivAt_id' x).const_mul (2 : ℝ)))
      (by
        intro x hx
        have hp : 0 < 1 + x := by linarith [hx.1]
        have hm : 0 < 1 - x := by linarith [hx.2]
        have e : 1 / (1 + x) - (-1) / (1 - x) - 2 = 2 * x ^ 2 / ((1 + x) * (1 - x)) := by
          have := hp.ne'
          have := hm.ne'
          field_simp
          ring
        show 0 ≤ 1 / (1 + x) - (-1) / (1 - x) - 2
        rw [e]
        positivity)
    have h' : 0 ≤ Real.log (1 + t) - Real.log (1 - t) - 2 * t := h
    linarith
  · have h := mvt
      (fun y => 3 * y / (3 + y ^ 2) + y / (1 - y ^ 2) - (Real.log (1 + y) - Real.log (1 - y)))
      (fun x => 32 * x ^ 4 / ((3 + x ^ 2) ^ 2 * ((1 + x) * (1 - x)) ^ 2)) (by simp)
      (by
        intro x hx
        have hp : 1 + x ≠ 0 := by linarith [hx.1]
        have hm : 1 - x ≠ 0 := by linarith [hx.2]
        have hs : 1 - x ^ 2 = (1 + x) * (1 - x) := by ring
        have hq : 1 - x ^ 2 ≠ 0 := by rw [hs]; exact mul_ne_zero hp hm
        have h3 : 3 + x ^ 2 ≠ 0 := by positivity
        have n1 : HasDerivAt (fun y : ℝ => 3 * y) 3 x := by
          simpa using (hasDerivAt_id' x).const_mul (3 : ℝ)
        have d1 : HasDerivAt (fun y : ℝ => 3 + y ^ 2) (2 * x) x := by
          simpa using (hasDerivAt_pow 2 x).const_add (3 : ℝ)
        have d2 : HasDerivAt (fun y : ℝ => 1 - y ^ 2) (-(2 * x)) x := by
          simpa using (hasDerivAt_pow 2 x).const_sub (1 : ℝ)
        refine (((n1.fun_div d1 h3).fun_add ((hasDerivAt_id' x).fun_div d2 hq)).fun_sub
          (hlog x hx)).congr_deriv ?_
        rw [hs]
        field_simp
        ring)
      (fun x _ => by positivity)
    have h' : 0 ≤ 3 * t / (3 + t ^ 2) + t / (1 - t ^ 2)
      - (Real.log (1 + t) - Real.log (1 - t)) := h
    linarith
```

For \(0<\eta<1\) the absolute value is superfluous, and the logarithm in \(F\) is \(L(\eta)\).

```lean
/-- The Lindhard function for `0 < η < 1`, written with a difference of logarithms. -/
theorem lindhard_of_lt_one {η : ℝ} (h : 0 < η) (h1 : η < 1) :
    lindhard η = 1 / 2 + (1 - η ^ 2) / (4 * η) * (Real.log (1 + η) - Real.log (1 - η)) := by
  have hp : 0 < 1 + η := by linarith
  have hm : 0 < 1 - η := by linarith
  rw [lindhard, if_neg h1.ne, abs_of_pos (div_pos hp hm), Real.log_div hp.ne' hm.ne']
```

Replacing \(\eta\) by \(1/\eta\) changes the sign of the prefactor \((1-\eta^2)/(4\eta)\) and of the logarithm's argument. The absolute value removes the second sign, and at \(\eta=1\) both values of \(F\) are \(1/2\), so for every \(\eta>0\)

\[
F(\eta)+F(1/\eta)=1 .
\]

```lean
/-- Reflection identity: the Lindhard function at `η` and at `1/η` add up to one. -/
theorem lindhard_add_inv {η : ℝ} (h : 0 < η) : lindhard η + lindhard η⁻¹ = 1 := by
  by_cases h1 : η = 1
  · subst h1
    norm_num [lindhard]
  · have hi : η⁻¹ ≠ 1 := fun e => h1 (inv_eq_one.mp e)
    have hη : η * η⁻¹ = 1 := mul_inv_cancel₀ h.ne'
    -- the argument of the logarithm only changes sign
    have e : (1 + η⁻¹) / (1 - η⁻¹) = -((1 + η) / (1 - η)) := by
      rw [← neg_div, div_eq_div_iff (sub_ne_zero.mpr hi.symm) (sub_ne_zero.mpr (Ne.symm h1))]
      linear_combination (-2) * hη
    have c : (1 - η⁻¹ ^ 2) / (4 * η⁻¹) = -((1 - η ^ 2) / (4 * η)) := by
      have := h.ne'
      field_simp
      ring
    rw [lindhard, lindhard, if_neg h1, if_neg hi, e, abs_neg, c]
    ring
```

For \(\eta>1\) put \(t=1/\eta\). From \(L(t)\ge2t\),

\[
F(t)\ge\frac12+\frac{1-t^2}{2}=1-\frac{t^2}{2},
\qquad\text{hence}\qquad F(\eta)\le\frac{1}{2\eta^2}.
\]

At \(\eta=1\) this is an equality.

```lean
/-- For `η ≥ 1` the Lindhard function is at most `1 / (2 η²)`. -/
theorem lindhard_le_tail {η : ℝ} (h : 1 ≤ η) : lindhard η ≤ 1 / (2 * η ^ 2) := by
  rcases h.eq_or_lt with h1 | h1
  · subst h1
    norm_num [lindhard]
  · have h0 : 0 < η := by linarith
    have ht : 0 < η⁻¹ := inv_pos.mpr h0
    have ht1 : η⁻¹ < 1 := inv_lt_one_of_one_lt₀ h1
    have hr := lindhard_add_inv h0
    rw [lindhard_of_lt_one ht ht1] at hr
    have e : 1 / (2 * η ^ 2) = η⁻¹ ^ 2 / 2 := by
      have := h0.ne'
      field_simp
    rw [e]
    generalize η⁻¹ = t at *
    have hc : 0 ≤ (1 - t ^ 2) / (4 * t) := div_nonneg (by nlinarith) (by linarith)
    have hm := mul_le_mul_of_nonneg_left (log_ratio_bounds ht ht1).1 hc
    have e2 : (1 - t ^ 2) / (4 * t) * (2 * t) = (1 - t ^ 2) / 2 := by
      have := ht.ne'
      field_simp
      ring
    linarith
```

For \(\eta<1\) the upper bound on \(L\) gives

\[
F(\eta)\le\frac12+\frac{3(1-\eta^2)}{4(3+\eta^2)}+\frac14=\frac{3}{3+\eta^2}.
\]

For \(\eta\ge1\) the same bound follows from \(1/(2\eta^2)\le3/(3+\eta^2)\), which amounts to \(3\le5\eta^2\). Reflection then gives the lower bound:

\[
F(\eta)=1-F(1/\eta)\ge1-\frac{3\eta^2}{1+3\eta^2}=\frac{1}{1+3\eta^2}.
\]

```lean
/-- The Lindhard function lies between `1 / (1 + 3 η²)` and `3 / (3 + η²)`. -/
theorem lindhard_bounds {η : ℝ} (h : 0 < η) :
    1 / (1 + 3 * η ^ 2) ≤ lindhard η ∧ lindhard η ≤ 3 / (3 + η ^ 2) := by
  have upper : ∀ x : ℝ, 0 < x → lindhard x ≤ 3 / (3 + x ^ 2) := by
    intro x hx
    rcases lt_or_ge x 1 with h1 | h1
    · have hq : 0 < 1 - x ^ 2 := by nlinarith
      have hm := mul_le_mul_of_nonneg_left (log_ratio_bounds hx h1).2
        (div_pos hq (by linarith : 0 < 4 * x)).le
      have e : (1 - x ^ 2) / (4 * x) * (3 * x / (3 + x ^ 2) + x / (1 - x ^ 2))
          = 3 / (3 + x ^ 2) - 1 / 2 := by
        have := hx.ne'
        have := hq.ne'
        have : 3 + x ^ 2 ≠ 0 := by positivity
        field_simp
        ring
      rw [lindhard_of_lt_one hx h1]
      linarith
    · refine (lindhard_le_tail h1).trans ?_
      rw [div_le_div_iff₀ (by positivity) (by positivity)]
      nlinarith
  refine ⟨?_, upper η h⟩
  -- the lower bound is the reflected upper bound
  have hu := upper η⁻¹ (inv_pos.mpr h)
  have e : 3 / (3 + η⁻¹ ^ 2) = 1 - 1 / (1 + 3 * η ^ 2) := by
    have := h.ne'
    have h2 : 1 + 3 * η ^ 2 ≠ 0 := by positivity
    have h3 : 3 + η⁻¹ ^ 2 ≠ 0 := by positivity
    have h4 : η * η⁻¹ = 1 := mul_inv_cancel₀ h.ne'
    rw [eq_sub_iff_add_eq, div_add_div _ _ h3 h2, div_eq_one_iff_eq (mul_ne_zero h3 h2)]
    linear_combination (-3) * (η * η⁻¹ + 1) * h4
  linarith [lindhard_add_inv h]
```

Since \(F>0\), inversion yields

\[
1+\frac{\eta^2}{3}\le\frac1{F(\eta)}\le1+3\eta^2 .
\]

The ratio also needs \(1/F\ge(1+3\eta^2)/3\). If \(\eta\le1\), then \(1+\eta^2/3\ge1/3+\eta^2\). If \(\eta\ge1\), then \(1/F\ge2\eta^2\ge1/3+\eta^2\). The proof splits at the same place with `le_total η 1`.

```lean
/-- The inverse Lindhard function lies between `1 + η²/3` and `1 + 3 η²`, and it is at least
one third of the latter. -/
theorem inv_lindhard_bounds {η : ℝ} (h : 0 < η) :
    1 + η ^ 2 / 3 ≤ 1 / lindhard η ∧ 1 / lindhard η ≤ 1 + 3 * η ^ 2 ∧
    (1 + 3 * η ^ 2) / 3 ≤ 1 / lindhard η := by
  obtain ⟨hl, hu⟩ := lindhard_bounds h
  have hF : 0 < lindhard η := lt_of_lt_of_le (by positivity) hl
  rw [div_le_iff₀ (by positivity)] at hl
  rw [le_div_iff₀ (by positivity)] at hu
  refine ⟨?_, ?_, ?_⟩
  · rw [le_div_iff₀ hF]
    linarith
  · rw [div_le_iff₀ hF]
    linarith
  · rw [le_div_iff₀ hF]
    rcases le_total η 1 with h1 | h1
    · have := mul_nonneg hF.le (by nlinarith : 0 ≤ 1 - η ^ 2)
      linarith
    · have ht := lindhard_le_tail h1
      rw [le_div_iff₀ (by positivity)] at ht
      have := mul_nonneg hF.le (by nlinarith : 0 ≤ η ^ 2 - 1)
      linarith
```

## Preconditioned spectrum and descent

Multiplying by \(c>0\) and adding the positive Hartree term gives

\[
\frac{P(q)}3\le\frac{4\pi}{q^2}+\frac{c(1+3\eta^2)}3\le H(q)\le P(q).
\]

Division by \(P(q)>0\) gives the interval \([1/3,1]\) for every positive `c`, `kF` and `q`.

The sign of \(c\) matters. With \(k_F=1/2\), \(q=1\) and \(c=-2\pi\), one has \(\eta=1\), \(H=0\) and \(P=-4\pi\), so the ratio is \(0\) and the lower bound fails. A negative stiffness is unphysical for this gas; the example only tests the hypothesis.

```lean
/-- For positive `c`, `kF` and `q`, the ratio of the Hessian eigenvalue to the preconditioner at
wavenumber `q` lies in the interval `[1/3, 1]`. -/
theorem preconditioned_eigenvalue_bounds {c kF q : ℝ} (hc : 0 < c) (hk : 0 < kF)
    (hq : 0 < q) :
    1 / 3 ≤ hessian c kF q / preconditioner c kF q ∧
    hessian c kF q / preconditioner c kF q ≤ 1 := by
  obtain ⟨-, hu, hl⟩ := inv_lindhard_bounds (div_pos hq (by linarith : 0 < 2 * kF))
  have hA : 0 < 4 * π / q ^ 2 := by positivity
  have hP : 0 < preconditioner c kF q := by
    unfold preconditioner
    positivity
  have h1 := mul_le_mul_of_nonneg_left hu hc.le
  have h2 := mul_le_mul_of_nonneg_left hl hc.le
  rw [mul_one_div] at h1 h2
  rw [le_div_iff₀ hP, div_le_one hP]
  unfold hessian preconditioner
  constructor <;> linarith
```

The largest possible ratio divided by the smallest is at most \(1/(1/3)=3\). The theorem compares two arbitrary wavenumbers `q` and `q'`, so the factor is independent of cell size.

The Hessian is given here by its eigenvalues. It is not constructed as an operator on periodic density variations of zero mean, and its diagonal form in plane waves is assumed.

```lean
/-- Any two eigenvalues of the preconditioned Hessian differ by at most a factor of three, for all
positive wavenumbers `q` and `q'` and positive `c` and `kF`. -/
theorem preconditioned_condition_number {c kF q q' : ℝ} (hc : 0 < c) (hk : 0 < kF)
    (hq : 0 < q) (hq' : 0 < q') :
    (hessian c kF q / preconditioner c kF q) /
      (hessian c kF q' / preconditioner c kF q') ≤ 3 := by
  have h1 := (preconditioned_eigenvalue_bounds hc hk hq).2
  have h2 := (preconditioned_eigenvalue_bounds hc hk hq').1
  rw [div_le_iff₀ (by linarith)]
  linarith
```

With \(H/P\in[1/3,1]\), the step multiplier \(1-\tfrac32H/P\) lies in \([-1/2,1/2]\). By induction,

\[
|\delta_i^{(n)}|\le2^{-n}|\delta_i^{(0)}| .
\]

In orbital-free density minimisation with a kinetic functional that has the Lindhard response, this bounds the error by a factor independent of cell size, for the linearised uniform gas without exchange and correlation. The component at \(q=0\) is excluded; it vanishes when the electron number is held fixed.

```lean
/-- After `n` preconditioned descent steps each Fourier component of the density error with
nonzero wavevector has shrunk at least by the factor `(1/2)^n`. -/
theorem descent_error_bound {ι : Type*} {c kF : ℝ} (hc : 0 < c) (hk : 0 < kF)
    (q : ι → ℝ) (δ : ι → ℂ) (i : ι) (hq : 0 < q i) (n : ℕ) :
    ‖((descentStep c kF q)^[n] δ) i‖ ≤ (1 / 2) ^ n * ‖δ i‖ := by
  have key : ∀ (a : ℝ) (z : ℂ), |1 - a| ≤ 1 / 2 → ‖z - (a : ℂ) * z‖ ≤ 1 / 2 * ‖z‖ := by
    intro a z ha
    have e : z - (a : ℂ) * z = ((1 - a : ℝ) : ℂ) * z := by
      push_cast
      ring
    rw [e, norm_mul, Complex.norm_real, Real.norm_eq_abs]
    exact mul_le_mul_of_nonneg_right ha (norm_nonneg z)
  obtain ⟨hl, hu⟩ := preconditioned_eigenvalue_bounds hc hk hq
  induction n with
  | zero => simp
  | succ n ih =>
    rw [Function.iterate_succ_apply']
    -- the step multiplies the component by a number in [-1/2, 1/2]
    have hs := key (3 / 2 * (hessian c kF (q i) / preconditioner c kF (q i)))
      (((descentStep c kF q)^[n] δ) i) (abs_le.mpr ⟨by linarith, by linarith⟩)
    calc ‖descentStep c kF q ((descentStep c kF q)^[n] δ) i‖
        ≤ 1 / 2 * ‖((descentStep c kF q)^[n] δ) i‖ := hs
      _ ≤ 1 / 2 * ((1 / 2) ^ n * ‖δ i‖) := by linarith
      _ = (1 / 2) ^ (n + 1) * ‖δ i‖ := by ring

end

end LindhardPreconditioner
```

```lean
#print axioms LindhardPreconditioner.preconditioned_eigenvalue_bounds
#print axioms LindhardPreconditioner.preconditioned_condition_number
#print axioms LindhardPreconditioner.descent_error_bound
```

```
'LindhardPreconditioner.preconditioned_eigenvalue_bounds' depends on axioms: [propext, Classical.choice, Quot.sound]
'LindhardPreconditioner.preconditioned_condition_number' depends on axioms: [propext, Classical.choice, Quot.sound]
'LindhardPreconditioner.descent_error_bound' depends on axioms: [propext, Classical.choice, Quot.sound]
```
